# Without self-consistency, band-energy forces need no density-matrix derivative when an idempotent density matrix commutes with the Hamiltonian

To find the electronic part of the force on an atom in a tight-binding model without self-consistent charges, one differentiates the band energy along a nuclear displacement, so it must first be settled what the derivative of a matrix means. Here a single real coordinate $t$ moves, and every matrix is differentiated entry by entry. The question is whether the slope of the energy requires the response of the density matrix.

The Hamiltonian $H(t)$ and the density matrix $P(t)$ are finite square matrices in an orthonormal orbital basis, labelled by `n`, with real or complex entries (`RCLike 𝕜`). Idempotency, $P^2=P$, stands for orbitals that are either full or empty. Commutation, $PH=HP$, holds when $P$ is the orthogonal projector onto a set of eigenstates of a Hermitian $H$. Neither matrix has to be symmetric or Hermitian. Differentiability of $P$ is assumed; for a smooth Hermitian $H$, a gap between occupied and empty levels secures it.

```lean
import Mathlib

open Matrix

namespace TightBindingForces

noncomputable section

variable {n 𝕜 : Type*} [Fintype n] [RCLike 𝕜]
```

In Lean, `P'` is the name of a separate matrix, and `HasMatrixDerivAt P P' t` says that it is the derivative of `P` at `t`.

```lean
/-- The matrix curve `A` has derivative `A'` at the nuclear coordinate `t`, entry by entry. -/
def HasMatrixDerivAt (A : ℝ → Matrix n n 𝕜) (A' : Matrix n n 𝕜) (t : ℝ) : Prop :=
  ∀ i j, HasDerivAt (fun s => A s i j) (A' i j) t
```

The band energy is $\operatorname{tr}(PH)$, counted for one spin channel.

```lean
/-- The band energy: the trace of density matrix times Hamiltonian. -/
def bandEnergy (P H : Matrix n n 𝕜) : 𝕜 := (P * H).trace
```

## (a) Differentiating a product of matrices

Show that two differentiable matrix curves $A$ and $B$ satisfy
$$(AB)'=A'B+AB'.$$

**Solution.** Each entry is a finite sum, $(AB)_{ij}=\sum_k A_{ik}B_{kj}$. The ordinary product rule gives $\sum_k (A'_{ik}B_{kj}+A_{ik}B'_{kj})$, which is the $ij$ entry of the right-hand side. The order of the factors is kept because matrices need not commute.

In Lean, `simp only` writes both sides as sums over $k$, and `HasDerivAt.fun_sum` differentiates term by term.

```lean
/-- The product rule for matrix curves, with the order of the factors kept. -/
theorem HasMatrixDerivAt.mul {A B : ℝ → Matrix n n 𝕜} {A' B' : Matrix n n 𝕜} {t : ℝ}
    (hA : HasMatrixDerivAt A A' t) (hB : HasMatrixDerivAt B B' t) :
    HasMatrixDerivAt (fun s => A s * B s) (A' * B t + A t * B') t := by
  intro i j
  simp only [Matrix.mul_apply, Matrix.add_apply, ← Finset.sum_add_distrib]
  exact HasDerivAt.fun_sum fun k _ => (hA i k).fun_mul (hB k j)
```

## (b) Differentiating a trace

Show that
$$(\operatorname{tr}A)'=\operatorname{tr}A'.$$

**Solution.** The trace is the finite sum $\sum_i A_{ii}$, so its derivative is $\sum_i A'_{ii}$. The Lean proof uses the same sum rule on the diagonal entries.

```lean
/-- The derivative of a trace is the trace of the derivative. -/
theorem HasMatrixDerivAt.trace {A : ℝ → Matrix n n 𝕜} {A' : Matrix n n 𝕜} {t : ℝ}
    (hA : HasMatrixDerivAt A A' t) : HasDerivAt (fun s => (A s).trace) A'.trace t := by
  simp only [Matrix.trace, Matrix.diag_apply]
  exact HasDerivAt.fun_sum fun i _ => hA i i
```

## (c) The response of an idempotent matrix

Let $P(s)^2=P(s)$ for all $s$. Show that at $t$
$$P'=P'P+PP'.$$

**Solution.** By (a), the curve $P^2$ has derivative $P'P+PP'$. But $P^2$ and $P$ are the same curve, and a derivative is unique.

Idempotency is assumed at every `s` because the derivative at `t` compares neighbouring geometries. The last Lean line, `(hd i j).unique h`, is the uniqueness step for each entry.

```lean
/-- If the density matrix stays idempotent, its response satisfies `P' = P' P + P P'`. -/
theorem response_of_idempotent {P : ℝ → Matrix n n 𝕜} {P' : Matrix n n 𝕜} {t : ℝ}
    (hP : ∀ s, P s * P s = P s) (hd : HasMatrixDerivAt P P' t) :
    P' = P' * P t + P t * P' := by
  ext i j
  have h := hd.mul hd i j
  simp only [hP] at h
  exact (hd i j).unique h
```

## (d) The response carries no band energy

Let $P^2=P$ and $PH=HP$, and let $D$ be any matrix with $D=DP+PD$. Show that
$$\operatorname{tr}(DH)=0.$$

**Solution.** Multiply the condition on $D$ by $P$ from both sides:
$$PDP=PDP^2+P^2DP=2\,PDP,$$
so $PDP=0$: the response has no occupied-occupied block. Next, $DPH=DP^2H=DPHP$ by idempotency and commutation. The trace is cyclic, hence
$$\operatorname{tr}(DPH)=\operatorname{tr}(DPHP)=\operatorname{tr}(PDPH)=0.$$
Similarly,
$$\operatorname{tr}(PDH)=\operatorname{tr}(DHP)=\operatorname{tr}(DPH)=0.$$
Adding the two gives $\operatorname{tr}(DH)=0$.

This part is pure algebra, with no derivative in it. In the Lean proof `h0` is the vanishing block, `e` inserts the second projector, and `h1` and `h2` are the two trace identities.

```lean
/-- A response `D` that preserves idempotency of `P` to first order does not change the
band energy of a Hamiltonian commuting with `P`. -/
theorem trace_response_eq_zero {P H D : Matrix n n 𝕜} (hP : P * P = P)
    (hc : P * H = H * P) (hD : D = D * P + P * D) : (D * H).trace = 0 := by
  -- the response has no occupied-occupied block
  have h : P * D * P = P * D * P + P * D * P :=
    calc P * D * P = P * (D * P + P * D) * P := by rw [← hD]
      _ = P * D * (P * P) + (P * P) * D * P := by
        simp only [mul_add, add_mul, mul_assoc]
      _ = P * D * P + P * D * P := by rw [hP]
  have h0 : P * D * P = 0 :=
    add_left_cancel (a := P * D * P) (by rw [add_zero]; exact h.symm)
  -- commutation lets a second projector be inserted behind the Hamiltonian
  have e : D * P * H = D * P * H * P :=
    calc D * P * H = D * (P * P) * H := by rw [hP]
      _ = D * P * (P * H) := by simp only [mul_assoc]
      _ = D * P * (H * P) := by rw [hc]
      _ = D * P * H * P := by simp only [mul_assoc]
  have h1 : (D * P * H).trace = 0 :=
    calc (D * P * H).trace = (D * P * H * P).trace := congrArg Matrix.trace e
      _ = (P * (D * P * H)).trace := Matrix.trace_mul_comm _ _
      _ = (P * D * P * H).trace := by simp only [mul_assoc]
      _ = 0 := by rw [h0, zero_mul, Matrix.trace_zero]
  have h2 : (P * D * H).trace = (D * P * H).trace :=
    calc (P * D * H).trace = (P * (D * H)).trace := by simp only [mul_assoc]
      _ = (D * H * P).trace := Matrix.trace_mul_comm _ _
      _ = (D * (H * P)).trace := by simp only [mul_assoc]
      _ = (D * (P * H)).trace := by rw [hc]
      _ = (D * P * H).trace := by simp only [mul_assoc]
  calc (D * H).trace = ((D * P + P * D) * H).trace := by rw [← hD]
    _ = 0 := by rw [add_mul, Matrix.trace_add, h2, h1, add_zero]
```

## (e) The slope of the band energy

Let $P$ be idempotent along the path, let $P$ and $H$ be differentiable at $t$, and let them commute there. Show that at $t$
$$\frac{d}{dt}\operatorname{tr}(PH)=\operatorname{tr}(PH').$$

**Solution.** Parts (a) and (b) give $\operatorname{tr}(P'H)+\operatorname{tr}(PH')$. By (c), $P'$ meets the condition on $D$ in (d), so the first term vanishes.

The Lean proof makes these substitutions in the same order. The expression `bandEnergy (P t) H'` in the statement is just $\operatorname{tr}(PH')$; despite its name it is a slope here, and its negative is the contribution of one spin channel to the force.

```lean
/-- Tight-binding force theorem: if the density matrix is idempotent along a differentiable
path and commutes with the Hamiltonian at `t`, the band energy has derivative `tr (P H')` at `t`. -/
theorem bandEnergy_hasDerivAt {P H : ℝ → Matrix n n 𝕜} {P' H' : Matrix n n 𝕜} {t : ℝ}
    (hP : ∀ s, P s * P s = P s) (hc : P t * H t = H t * P t)
    (hdP : HasMatrixDerivAt P P' t) (hdH : HasMatrixDerivAt H H' t) :
    HasDerivAt (fun s => bandEnergy (P s) (H s)) (bandEnergy (P t) H') t := by
  refine (hdP.mul hdH).trace.congr_deriv ?_
  rw [Matrix.trace_add, trace_response_eq_zero (hP t) hc (response_of_idempotent hP hdP),
    zero_add, bandEnergy]
```

In a tight-binding calculation with fixed hopping functions, a finite orthonormal basis and levels that are either full or empty, $H$ is diagonalised, $P$ is assembled from the occupied eigenvectors, and for each nuclear coordinate $P$ is contracted with the derivatives of the hopping and on-site terms. Take a dimer with one orbital per atom, zero on-site energies and hopping $h(d)<0$ at distance $d$. The occupied orbital $(1,1)/\sqrt2$ makes every entry of $P$ equal to $1/2$, so $\operatorname{tr}(PH')=h'(d)$, and two electrons of opposite spin contribute $-2h'(d)$ to the force along $d$.

To reach the force on a real atom, one must also subtract the gradient of the repulsive potential, about which the hypotheses say nothing. If $H$ depends on self-consistent charges, $H'$ itself contains a density response.

## (f) The electron number along the path

Let $P$ be idempotent and differentiable at every geometry. Show that for all $s$ and $t$
$$\operatorname{tr}P(s)=\operatorname{tr}P(t).$$

**Solution.** Put $H=1$ in (d); the identity commutes with everything. Then $\operatorname{tr}P'=0$ at every point, and a function on the real line whose derivative vanishes everywhere is constant. The last step is `is_const_of_deriv_eq_zero` in Lean.

```lean
/-- The number of electrons `tr P` is the same at all geometries on a differentiable path
of idempotent density matrices. -/
theorem electronNumber_const [DecidableEq n] {P P' : ℝ → Matrix n n 𝕜}
    (hP : ∀ s, P s * P s = P s) (hd : ∀ s, HasMatrixDerivAt P (P' s) s) (s t : ℝ) :
    (P s).trace = (P t).trace := by
  have h : ∀ r, HasDerivAt (fun x => (P x).trace) 0 r := fun r => by
    have h0 := trace_response_eq_zero (H := 1) (hP r) (by rw [mul_one, one_mul])
      (response_of_idempotent hP (hd r))
    rw [mul_one] at h0
    exact (hd r).trace.congr_deriv h0
  exact is_const_of_deriv_eq_zero (fun r => (h r).differentiableAt) (fun r => (h r).deriv) s t
```

## (g) Force constants

Now let $P$ and $H$ commute and be differentiable along the whole path, with $P$ idempotent, and let $H'$ be differentiable at $t$. Show that at $t$
$$\frac{d^2}{dt^2}\operatorname{tr}(PH)=\operatorname{tr}(P'H')+\operatorname{tr}(PH'').$$

**Solution.** By (e), the first derivative is $\operatorname{tr}(PH')$ at every geometry, so it may be differentiated as a function. Parts (a) and (b) give the two terms. The density response, absent from the force, enters the force constant through the first of them.

In this statement `P'` and `H'` are functions of the coordinate, while `H''` is a single matrix at `t`. The step `e` replaces the first derivative by the formula from (e).

```lean
/-- Force constants: if the idempotent density matrix commutes with the Hamiltonian along the
whole differentiable path and `H'` is differentiable at `t`, the second derivative of the band
energy at `t` is `tr (P' H') + tr (P H'')`. -/
theorem bandEnergy_second_deriv {P H P' H' : ℝ → Matrix n n 𝕜} {H'' : Matrix n n 𝕜} {t : ℝ}
    (hP : ∀ s, P s * P s = P s) (hc : ∀ s, P s * H s = H s * P s)
    (hdP : ∀ s, HasMatrixDerivAt P (P' s) s) (hdH : ∀ s, HasMatrixDerivAt H (H' s) s)
    (hdH' : HasMatrixDerivAt H' H'' t) :
    HasDerivAt (deriv fun s => bandEnergy (P s) (H s))
      ((P' t * H' t).trace + (P t * H'').trace) t := by
  -- the first derivative is given by the force theorem at every geometry
  have e : (deriv fun s => bandEnergy (P s) (H s)) = fun s => (P s * H' s).trace :=
    funext fun s => (bandEnergy_hasDerivAt hP (hc s) (hdP s) (hdH s)).deriv
  rw [e, ← Matrix.trace_add]
  exact ((hdP t).mul hdH').trace
```

## (h) A rotating two-level projector

Let $P(t)$ project onto the orbital $(\cos t,\sin t)$, and let $H(t)=t(2P(t)-1)$. Show that $P^2=P$ and $PH=HP$, and that, with $c=\cos t$ and $s=\sin t$,
$$P'=\begin{pmatrix}-2cs&c^2-s^2\\c^2-s^2&2cs\end{pmatrix},\qquad H'=(2P-1)+2tP'.$$

```lean
/-- The projector onto the two-site orbital `(cos t, sin t)`. -/
def rotatingProjector (t : ℝ) : Matrix (Fin 2) (Fin 2) ℝ :=
  !![Real.cos t * Real.cos t, Real.cos t * Real.sin t;
     Real.cos t * Real.sin t, Real.sin t * Real.sin t]

/-- The matrix with rows `(-2 cos t sin t, cos² t - sin² t)` and
`(cos² t - sin² t, 2 cos t sin t)`. -/
def projectorResponse (t : ℝ) : Matrix (Fin 2) (Fin 2) ℝ :=
  !![-2 * Real.cos t * Real.sin t, Real.cos t * Real.cos t - Real.sin t * Real.sin t;
     Real.cos t * Real.cos t - Real.sin t * Real.sin t, 2 * Real.cos t * Real.sin t]

/-- The two-level Hamiltonian `t (2 P(t) - 1)` built on the rotating projector. -/
def followingHamiltonian (t : ℝ) : Matrix (Fin 2) (Fin 2) ℝ :=
  t • ((2 : ℝ) • rotatingProjector t - 1)
```

**Solution.** The entries of $P$ are $c^2$, $cs$, $cs$ and $s^2$. The first entry of $P^2$ is $c^4+c^2s^2=c^2(c^2+s^2)=c^2$; the others reduce in the same way. $H$ commutes with $P$ because it is a combination of $P$ and the identity. Differentiating the entries of $P$ gives the stated $P'$, and the product rule applied to $t(2P-1)$ gives $H'$.

The occupied orbital has energy $t$ and the empty one $-t$, so $P$ is the ground-state projector only for $t<0$. The force theorem does not ask for the lowest level.

In Lean, `fin_cases` runs through the four entries, and `linear_combination` uses $s^2+c^2=1$.

```lean
/-- The rotating projector is idempotent and commutes with the Hamiltonian that follows it, and both
are differentiable at every `t`, with the derivatives shown. -/
theorem bandEnergy_hasDerivAt_witness (t : ℝ) :
    rotatingProjector t * rotatingProjector t = rotatingProjector t ∧
    rotatingProjector t * followingHamiltonian t =
      followingHamiltonian t * rotatingProjector t ∧
    HasMatrixDerivAt rotatingProjector (projectorResponse t) t ∧
    HasMatrixDerivAt followingHamiltonian
      (((2 : ℝ) • rotatingProjector t - 1) + t • ((2 : ℝ) • projectorResponse t)) t := by
  have hd : HasMatrixDerivAt rotatingProjector (projectorResponse t) t := by
    have hc := Real.hasDerivAt_cos t
    have hs := Real.hasDerivAt_sin t
    have h00 : HasDerivAt (fun s => Real.cos s * Real.cos s)
        (-2 * Real.cos t * Real.sin t) t := (hc.fun_mul hc).congr_deriv (by ring)
    have h01 : HasDerivAt (fun s => Real.cos s * Real.sin s)
        (Real.cos t * Real.cos t - Real.sin t * Real.sin t) t :=
      (hc.fun_mul hs).congr_deriv (by ring)
    have h11 : HasDerivAt (fun s => Real.sin s * Real.sin s)
        (2 * Real.cos t * Real.sin t) t := (hs.fun_mul hs).congr_deriv (by ring)
    intro i j
    fin_cases i <;> fin_cases j
    exacts [h00, h01, h01, h11]
  refine ⟨?_, ?_, hd, ?_⟩
  · have h := Real.sin_sq_add_cos_sq t
    rw [rotatingProjector, Matrix.mul_fin_two]
    generalize Real.cos t = c at *
    generalize Real.sin t = s at *
    have e00 : c * c * (c * c) + c * s * (c * s) = c * c := by linear_combination c * c * h
    have e01 : c * c * (c * s) + c * s * (s * s) = c * s := by linear_combination c * s * h
    have e10 : c * s * (c * c) + s * s * (c * s) = c * s := by linear_combination c * s * h
    have e11 : c * s * (c * s) + s * s * (s * s) = s * s := by linear_combination s * s * h
    rw [e00, e01, e10, e11]
  · simp only [followingHamiltonian, mul_smul_comm, smul_mul_assoc, mul_sub, sub_mul,
      mul_one, one_mul]
  · intro i j
    have h := (hasDerivAt_id' t).fun_mul
      (((hd i j).const_mul 2).sub_const ((1 : Matrix (Fin 2) (Fin 2) ℝ) i j))
    refine h.congr_deriv ?_
    simp [Matrix.add_apply, Matrix.sub_apply, Matrix.smul_apply]
```

## (i) A Hamiltonian that does not follow the projector

Keep $P(t)$ from (h), but fix $H=\begin{pmatrix}0&1\\1&0\end{pmatrix}$, so that $H'=0$. Show that
$$\left.\frac{d}{dt}\operatorname{tr}(PH)\right|_{t=0}=2\neq\operatorname{tr}(P(0)H').$$

**Solution.** The energy is $\operatorname{tr}(PH)=2\cos t\sin t=\sin 2t$, with slope $2\cos 2t$, which is $2$ at $t=0$. The force formula would give $0$.

Idempotency and differentiability therefore do not suffice when $P$ and $H$ fail to commute at the point in question. Commutation at another geometry does not help: these two matrices commute at $t=\pi/4$.

The final `0` in `bandEnergy (rotatingProjector 0) 0` is the zero matrix $H'$.

```lean
/-- Commutation cannot be dropped: for the rotating projector and a fixed hopping Hamiltonian
the band energy has slope 2 at `t = 0`, whereas `tr (P H')` with `H' = 0` differs from 2. -/
theorem force_formula_fails_without_commutation :
    HasDerivAt (fun t => bandEnergy (rotatingProjector t) !![0, 1; 1, 0]) 2 0 ∧
    bandEnergy (rotatingProjector 0) 0 ≠ 2 := by
  constructor
  · have e : (fun t => bandEnergy (rotatingProjector t) !![0, 1; 1, 0]) =
        fun t => Real.cos t * Real.sin t + Real.cos t * Real.sin t := by
      funext t
      simp [bandEnergy, rotatingProjector, Matrix.trace_fin_two]
    have h := (Real.hasDerivAt_cos 0).fun_mul (Real.hasDerivAt_sin 0)
    rw [e]
    exact (h.fun_add h).congr_deriv (by norm_num)
  · simp [bandEnergy]

end

end TightBindingForces
```

```lean
#print axioms TightBindingForces.electronNumber_const
#print axioms TightBindingForces.bandEnergy_second_deriv
#print axioms TightBindingForces.force_formula_fails_without_commutation
```

```
'TightBindingForces.electronNumber_const' depends on axioms: [propext, Classical.choice, Quot.sound]
'TightBindingForces.bandEnergy_second_deriv' depends on axioms: [propext, Classical.choice, Quot.sound]
'TightBindingForces.force_formula_fails_without_commutation' depends on axioms: [propext, Classical.choice, Quot.sound]
```
